# Yes-no probabilities along all unit vectors determine a finite-dimensional density matrix

Suppose two different density matrices gave the same probability for every yes-no test on a system. Even perfect data would then leave the state undecided, and state tomography would have no unique answer. This does happen when the set of tests is too small: a linear polariser, at whatever angle, passes half of a left-circularly polarised beam and half of a right-circularly polarised one.

With tests along all complex unit vectors, the ambiguity disappears for a system with finitely many levels. If ρ and σ are d × d matrices and

    Tr(ρ v v†) = Tr(σ v v†)   for every unit vector v,

then ρ = σ. Here σ is a second state, not a Pauli matrix, and v† is the conjugate transpose of v, written `v*` in the code comments. In fact d² well-chosen tests are enough. This is the uniqueness behind tomography of qubits and other finite-level systems, for exactly known probabilities; the step from finite counts to those probabilities is a matter of statistics and is left open here.

## Tests and their probabilities

The levels are numbered 0 to d − 1, which is the type `Fin d` in Lean. A state vector is a function `Fin d → ℂ`, and a state is a complex matrix.

```lean
import Mathlib

open Matrix

namespace TomographicCompleteness

noncomputable section

variable {d : ℕ}
```

A yes-no test along v has the matrix v v†, with entries v_k v̄_l, where the bar is complex conjugation. It is a projector when v is a unit vector; the definition accepts any v.

```lean
/-- The matrix `v v*`, which is the rank-one projector onto `v` when `v` is a unit vector. -/
def proj (v : Fin d → ℂ) : Matrix (Fin d) (Fin d) ℂ := vecMulVec v (star v)
```

The Born rule gives Tr(ρ v v†) as the probability of "yes". That rule enters as a definition. Nothing requires ρ to be Hermitian, positive or of unit trace, so `prob` is in general a complex number, despite its name. It is a true probability when ρ is a density matrix and v is a unit vector. Density matrices are thus a special case of what follows.

```lean
/-- The Born-rule expression `Tr(ρ v v*)` for the yes-no test along `v`. -/
def prob (ρ : Matrix (Fin d) (Fin d) ℂ) (v : Fin d → ℂ) : ℂ := trace (ρ * proj v)
```

Besides the basis vectors e_i, the tests use equal-weight superpositions with a relative phase c:

    (e_i + c e_j)/√2,   c̄ c = 1.

The prefactor has its own name, and `Pi.single i 1` is Lean's form of e_i.

```lean
/-- The amplitude `1/√2` of an equal-weight superposition. -/
def amp : ℂ := ((Real.sqrt 2 : ℝ) : ℂ)⁻¹

/-- The vector `(e_i + c e_j)/√2`. -/
def superpos (c : ℂ) (i j : Fin d) : Fin d → ℂ :=
  amp • (Pi.single i 1 + c • Pi.single j 1)
```

Two properties of the prefactor are needed: it is real, and its square is 1/2.

```lean
/-- The amplitude `1/√2` is real and its square is one half. -/
theorem amp_spec : star amp = amp ∧ amp * amp = 1 / 2 := by
  constructor
  · simp [amp]
  · rw [amp, ← mul_inv, ← Complex.ofReal_mul, Real.mul_self_sqrt (by norm_num)]
    norm_num
```

## From traces to matrix entries

Writing out the trace gives

    Tr(ρ v v†) = Σ_k Σ_l ρ_kl v_l v̄_k = Σ_k Σ_l v̄_k ρ_kl v_l = v†ρv,

the usual expectation value. In Lean, `simp only` unfolds both sides into double sums, and `ring` reorders the factors in each term. The product `⬝ᵥ` does not conjugate its first argument, so the conjugation appears explicitly as `star v`.

```lean
/-- The Born-rule expression is the expectation value `v* ρ v`. -/
theorem prob_eq_expectation (ρ : Matrix (Fin d) (Fin d) ℂ) (v : Fin d → ℂ) :
    prob ρ v = star v ⬝ᵥ ρ *ᵥ v := by
  simp only [prob, proj, trace, diag_apply, mul_apply, vecMulVec_apply, dotProduct, mulVec,
    Pi.star_apply, Finset.mul_sum]
  exact Finset.sum_congr rfl fun i _ => Finset.sum_congr rfl fun j _ => by ring
```

For v = e_i only one term survives:

    e_i†ρe_i = ρ_ii.

The basis tests therefore read off the populations. The auxiliary statement `hs` says that a basis vector is real.

```lean
/-- The test along a basis vector reads off a diagonal entry (a population). -/
theorem prob_basis (ρ : Matrix (Fin d) (Fin d) ℂ) (i : Fin d) :
    prob ρ (Pi.single i 1) = ρ i i := by
  have hs : star (Pi.single i 1 : Fin d → ℂ) = Pi.single i 1 := by
    ext k
    by_cases h : k = i
    · subst h; simp
    · simp [h]
  rw [prob_eq_expectation, hs, mulVec_single_one, single_one_dotProduct, col_apply]
```

For a superposition, four terms survive:

    v†ρv = ½ (ρ_ii + c ρ_ij + c̄ ρ_ji + c̄c ρ_jj)
         = ½ (ρ_ii + ρ_jj + c ρ_ij + c̄ ρ_ji).

The Lean proof expands the quadratic form by linearity. Its `linear_combination` then uses the square of the prefactor and the phase condition c̄c = 1, as the two lines above do.

The phase c belongs with ρ_ij, because the ket component v_j carries it. If c and c̄ are interchanged, the populations and the c = 1 tests look right, but the reconstruction returns the transpose of ρ. For a density matrix this is again a density matrix, with the same eigenvalues, so the error is hard to spot.

```lean
/-- For a phase `c`, the test along `(e_i + c e_j)/√2` mixes the populations with the
coherences `ρ_ij` and `ρ_ji`. -/
theorem prob_superpos (ρ : Matrix (Fin d) (Fin d) ℂ) (i j : Fin d) {c : ℂ}
    (hc : star c * c = 1) :
    prob ρ (superpos c i j) = (ρ i i + ρ j j + c * ρ i j + star c * ρ j i) / 2 := by
  have hs : ∀ l : Fin d, star (Pi.single l 1 : Fin d → ℂ) = Pi.single l 1 := by
    intro l
    ext k
    by_cases h : k = l
    · subst h; simp
    · simp [h]
  rw [prob_eq_expectation]
  -- expand the quadratic form by linearity
  simp only [superpos, star_smul, star_add, hs, amp_spec.1, mulVec_smul, mulVec_add,
    mulVec_single_one, smul_dotProduct, dotProduct_smul, add_dotProduct, dotProduct_add,
    single_one_dotProduct, col_apply, smul_eq_mul]
  linear_combination (ρ i i + c * ρ i j + star c * ρ j i + star c * c * ρ j j) * amp_spec.2
    + (1 / 2) * ρ j j * hc
```

These superpositions must be unit vectors if they are to count as yes-no tests. Setting ρ equal to the identity in the last formula gives the squared norm:

    v†v = ½ (1 + 1 + 0 + 0) = 1   for i ≠ j.

The zeros are the off-diagonal entries of the identity, which is where i ≠ j enters. For i = j and c = 1 the vector would be √2 e_i, with squared norm 2.

```lean
/-- For distinct `i`, `j` and a phase `c`, the vector `(e_i + c e_j)/√2` is a unit vector. -/
theorem superpos_unit {i j : Fin d} (hij : i ≠ j) {c : ℂ} (hc : star c * c = 1) :
    star (superpos c i j) ⬝ᵥ superpos c i j = 1 := by
  -- the squared norm is the expectation value of the identity
  have h := prob_superpos (1 : Matrix (Fin d) (Fin d) ℂ) i j hc
  rw [prob_eq_expectation, one_mulVec] at h
  rw [h, one_apply_eq, one_apply_eq, one_apply_ne hij, one_apply_ne hij.symm]
  ring
```

## Solving for the coherences

Write I for the imaginary unit, since i is an index; the code comments use i for both. Let S be the result of the test with c = 1, and T the result with c = I:

    S = ½ (ρ_ii + ρ_jj + ρ_ij + ρ_ji)
    T = ½ (ρ_ii + ρ_jj + I ρ_ij − I ρ_ji).

Multiplying T by I and using I² = −1 gives

    S − I T = ½ (1 − I)(ρ_ii + ρ_jj) + ρ_ij
    S + I T = ½ (1 + I)(ρ_ii + ρ_jj) + ρ_ji.

The populations are known from the basis tests, so both coherences follow:

    ρ_ij = S − I T − ½ (1 − I)(ρ_ii + ρ_jj)
    ρ_ji = S + I T − ½ (1 + I)(ρ_ii + ρ_jj).

Hermiticity was not used: the two entries are found separately. The Lean proof inserts the test formulas for c = 1 and c = I, and the two `linear_combination` lines supply I² = −1.

```lean
/-- Reconstruction formulas: the entries `ρ_ij` and `ρ_ji` are explicit combinations of the
results of four tests, along `e_i`, `e_j`, `(e_i + e_j)/√2` and `(e_i + i e_j)/√2`. -/
theorem reconstruction (ρ : Matrix (Fin d) (Fin d) ℂ) (i j : Fin d) :
    ρ i j = prob ρ (superpos 1 i j) - Complex.I * prob ρ (superpos Complex.I i j)
      - (1 - Complex.I) / 2 * (prob ρ (Pi.single i 1) + prob ρ (Pi.single j 1)) ∧
    ρ j i = prob ρ (superpos 1 i j) + Complex.I * prob ρ (superpos Complex.I i j)
      - (1 + Complex.I) / 2 * (prob ρ (Pi.single i 1) + prob ρ (Pi.single j 1)) := by
  have h1 := prob_superpos ρ i j (c := 1) (by simp)
  have h2 := prob_superpos ρ i j (c := Complex.I) (by simp)
  simp only [star_one, Complex.star_def, Complex.conj_I] at h1 h2
  rw [h1, h2, prob_basis, prob_basis]
  constructor
  · linear_combination (ρ i j - ρ j i) / 2 * Complex.I_sq
  · linear_combination -(ρ i j - ρ j i) / 2 * Complex.I_sq
```

## A finite set of tests, then all of them

There are d basis tests, and two superposition tests for each of the d(d − 1)/2 pairs i < j. Together that makes

    d + 2 · d(d − 1)/2 = d²

tests. If ρ and σ agree on all of them, they agree entry by entry. The proof compares the entries in three cases. For i < j it uses the first reconstruction formula, and for i = j the basis test. For i > j it applies the second formula to the pair (j, i), whose indices are in the required order. When d = 1 only one basis test remains.

```lean
/-- Finitely many tests suffice: a matrix is determined by the tests along the basis vectors
and, for each pair `i < j`, along `(e_i + e_j)/√2` and `(e_i + i e_j)/√2`. -/
theorem eq_of_finite_tests {ρ σ : Matrix (Fin d) (Fin d) ℂ}
    (h0 : ∀ i, prob ρ (Pi.single i 1) = prob σ (Pi.single i 1))
    (h1 : ∀ i j, i < j → prob ρ (superpos 1 i j) = prob σ (superpos 1 i j))
    (h2 : ∀ i j, i < j →
      prob ρ (superpos Complex.I i j) = prob σ (superpos Complex.I i j)) :
    ρ = σ := by
  ext i j
  rcases lt_trichotomy i j with h | h | h
  · rw [(reconstruction ρ i j).1, (reconstruction σ i j).1, h0, h0, h1 i j h, h2 i j h]
  · subst h
    rw [← prob_basis ρ i, ← prob_basis σ i, h0]
  · rw [(reconstruction ρ j i).2, (reconstruction σ j i).2, h0, h0, h1 j i h, h2 j i h]
```

The statement for all unit vectors now follows. Its hypothesis `h` says that `prob ρ v = prob σ v` whenever `star v ⬝ᵥ v = 1`, that is, whenever v†v = 1. All the vectors in the finite set satisfy this condition: the superpositions by the norm computed above, and the basis vectors because e_i†e_i is the (i, i) entry of the identity. The finite result then gives ρ = σ.

```lean
/-- Tomographic completeness: two complex matrices that give the same value `Tr(ρ v v*)` for
every unit vector `v` are equal. -/
theorem tomographic_completeness {ρ σ : Matrix (Fin d) (Fin d) ℂ}
    (h : ∀ v : Fin d → ℂ, star v ⬝ᵥ v = 1 → prob ρ v = prob σ v) : ρ = σ := by
  refine eq_of_finite_tests (fun i => h _ ?_)
    (fun i j hij => h _ (superpos_unit hij.ne (by simp)))
    (fun i j hij => h _ (superpos_unit hij.ne (by simp)))
  -- basis vectors are normalised
  have hi := prob_basis (1 : Matrix (Fin d) (Fin d) ℂ) i
  rwa [prob_eq_expectation, one_mulVec, one_apply_eq] at hi
```

## Why real test vectors are not enough

Suppose agreement is required only along vectors x with real components. A number equals its own transpose, so

    xᵀρᵀx = (xᵀρx)ᵀ = xᵀρx.

Real tests cannot tell a matrix from its transpose.

```lean
/-- Tests along vectors with real components give the same value for a matrix and for its
transpose. -/
theorem prob_transpose_real (ρ : Matrix (Fin d) (Fin d) ℂ) (x : Fin d → ℝ) :
    prob ρᵀ (fun k => (x k : ℂ)) = prob ρ (fun k => (x k : ℂ)) := by
  have hx : star (fun k => (x k : ℂ)) = fun k => (x k : ℂ) := by
    ext k
    simp
  rw [prob_eq_expectation, prob_eq_expectation, hx, mulVec_transpose, dotProduct_comm,
    dotProduct_mulVec]
```

Two levels suffice for a counter-example with genuine states. The projectors onto (e_0 + I e_1)/√2 and (e_0 − I e_1)/√2 are

    ½ [[1, −I], [I, 1]]   and   ½ [[1, I], [−I, 1]].

They are transposes of each other, so every real test gives them the same value, which is 1/2 when x is a unit vector. Yet their (0, 1) entries are −I/2 and I/2. With e_0 and e_1 as horizontal and vertical polarisation, these are the two circular polarisations, and the real unit vectors are the settings of a linear polariser.

The theorem states both halves: equal values for every real x, normalised or not, and different matrices. Its proof first checks the transpose relation entry by entry and applies the previous result. It then assumes that the projectors are equal and compares their (0, 1) entries, which would force I = 0.

```lean
/-- Real test vectors are not enough: the projectors onto `(e_0 + i e_1)/√2` and
`(e_0 - i e_1)/√2` differ, yet every test along a real vector gives them the same value. -/
theorem real_tests_incomplete :
    (∀ x : Fin 2 → ℝ,
      prob (proj (superpos Complex.I (0 : Fin 2) 1)) (fun k => (x k : ℂ)) =
        prob (proj (superpos (-Complex.I) (0 : Fin 2) 1)) (fun k => (x k : ℂ))) ∧
    proj (superpos Complex.I (0 : Fin 2) 1) ≠ proj (superpos (-Complex.I) (0 : Fin 2) 1) := by
  have a : ∀ c : ℂ, superpos c (0 : Fin 2) 1 0 = amp := fun c => by simp [superpos]
  have b : ∀ c : ℂ, superpos c (0 : Fin 2) 1 1 = amp * c := fun c => by simp [superpos]
  have hamp : (starRingEnd ℂ) amp = amp := amp_spec.1
  constructor
  · intro x
    -- the two projectors are transposes of each other
    have ht : proj (superpos (-Complex.I) (0 : Fin 2) 1) =
        (proj (superpos Complex.I (0 : Fin 2) 1))ᵀ := by
      ext i j
      fin_cases i <;> fin_cases j <;> simp [proj, vecMulVec_apply, a, b, hamp] <;> ring
    rw [ht, prob_transpose_real]
  · intro h
    -- compare the coherences, which have opposite signs
    have h01 : ∀ c : ℂ, proj (superpos c (0 : Fin 2) 1) 0 1 = star c / 2 := by
      intro c
      rw [proj, vecMulVec_apply, Pi.star_apply, a, b, star_mul', amp_spec.1]
      linear_combination star c * amp_spec.2
    have h' := congrFun (congrFun h 0) 1
    rw [h01, h01] at h'
    simp only [star_neg, Complex.star_def, Complex.conj_I] at h'
    have hI : Complex.I = 0 := by linear_combination -h'
    exact Complex.I_ne_zero hI

end

end TomographicCompleteness
```

```lean
#print axioms TomographicCompleteness.eq_of_finite_tests
-- 'TomographicCompleteness.eq_of_finite_tests' depends on axioms: [propext, Classical.choice, Quot.sound]
#print axioms TomographicCompleteness.tomographic_completeness
-- 'TomographicCompleteness.tomographic_completeness' depends on axioms: [propext, Classical.choice, Quot.sound]
#print axioms TomographicCompleteness.real_tests_incomplete
-- 'TomographicCompleteness.real_tests_incomplete' depends on axioms: [propext, Classical.choice, Quot.sound]
```
